# Exchange between two high-spin ions: a single orbital channel \(\mathbf s_i\cdot\mathbf s_j\) projects to \(\mathbf S_A\cdot\mathbf S_B/(4S_AS_B)\)

## An ion as a set of spin-1/2 sites

We represent a magnetic ion with \(n\) singly occupied orbitals by \(n\) spin-1/2 sites, and its high-spin states by the wavefunctions that are symmetric under every permutation of the sites. A single spin of length \(n/2\) would be a smaller model, but it would no longer contain the individual orbitals, and exchange acts between orbitals.

Let ion A have \(n\) sites and ion B have \(m\), with spin lengths \(S_A=n/2\) and \(S_B=m/2\). A channel is a pair consisting of site \(i\) on A and site \(j\) on B, with coupling \(J_{ij}\,\mathbf s_i\cdot\mathbf s_j\). The constant \(J_{ij}\) stands for the exchange energy produced by virtual hopping between the two orbitals. It is an input here. Strong Hund's coupling keeps each ion in its high-spin space, and we ask what the channel becomes there.

## Projecting a one-site operator

A state \(\psi\) assigns an amplitude to each spin configuration \(c\). The permutation operator \(\Pi_\sigma\) acts by \((\Pi_\sigma\psi)(c)=\psi(c\circ\sigma)\), and

\[
P=\frac1{n!}\sum_\sigma \Pi_\sigma .
\]

For a \(2\times2\) matrix \(A\) (not to be confused with the label of ion A), let \(A_i\) denote this matrix acting on site \(i\).

1. Since \(\Pi_\tau\Pi_\sigma=\Pi_{\tau\sigma}\), multiplication by \(\Pi_\tau\) only reorders the sum, so \(\Pi_\tau P=P\Pi_\tau=P\). Averaging over \(\tau\) gives \(P^2=P\).
2. Permuting the sites moves the operator: \(\Pi_\sigma A_i=A_{\sigma(i)}\Pi_\sigma\). Summing over \(i\) shows that \(\sum_jA_j\) commutes with every \(\Pi_\sigma\), and hence with \(P\).
3. Let \(\tau\) exchange \(i\) and \(j\). Then
\[
PA_jP=PA_j\Pi_\tau P=P\Pi_\tau A_iP=PA_iP .
\]
4. All \(n\) projected operators are therefore equal, and
\[
n\,PA_iP=P\Big(\sum_jA_j\Big)P=\Big(\sum_jA_j\Big)P^2=\Big(\sum_jA_j\Big)P .
\]

Dividing by \(n\) gives

\[
PA_iP=\frac1n\Big(\sum_jA_j\Big)P .
\]

## Symmetric states have spin \(n/2\)

For \(i\ne j\) on the same ion, \(s^z_is^z_j\) contributes \(+\tfrac14\) for parallel and \(-\tfrac14\) for antiparallel spins, while the \(x\) and \(y\) terms exchange antiparallel spins with amplitude \(\tfrac12\). Together,

\[
\mathbf s_i\cdot\mathbf s_j=\tfrac12\Pi_{(ij)}-\tfrac14 .
\]

On symmetric states \(\Pi_{(ij)}\) acts as 1, so each ordered pair of different sites gives \(\tfrac14\). Each single site gives \(\mathbf s_i^2=\tfrac34\). With \(\mathbf S=\sum_i\mathbf s_i\),

\[
\mathbf S^2P=\Big(\frac{3n}4+\frac{n(n-1)}4\Big)P=\frac n2\Big(\frac n2+1\Big)P .
\]

## From one channel to a Heisenberg coupling

Write \(P_n\) and \(P_m\) for the projectors of the two ions and \(Q=P_n\otimes P_m\). Each spin component factorises:

\[
Q\,(\mathbf s_i\cdot\mathbf s_j)\,Q
=\sum_a (P_ns_i^aP_n)\otimes(P_ms_j^aP_m)
=\frac1{nm}\,(\mathbf S_A\cdot\mathbf S_B)\,Q .
\]

Since \(nm=4S_AS_B\), this is the formula in the title, and equal ions of spin \(S\) give \(1/(4S^2)\). By linearity, a sum of channels becomes \(J_{\rm eff}\,\mathbf S_A\cdot\mathbf S_B\) on the high-spin space, with

\[
J_{\rm eff}=\frac{\sum_{ij}J_{ij}}{4S_AS_B}.
\]

This converts orbital-resolved exchange constants into the single constant of a Heisenberg spin model, to first order in the channel couplings and with both ions held at maximal spin. The \(J_{ij}\) must be defined as here, as factors of \(\mathbf s_i\cdot\mathbf s_j\) with spin-1/2 operators; constants defined for unit vectors along the moments need a different conversion.

## One site per ion, then two

For \(n=m=1\) there is only the identity permutation, so \(Q=1\). The prefactor is \(1/(4\cdot\tfrac12\cdot\tfrac12)=1\), and the formula reduces to \(\mathbf s_0\cdot\mathbf s_0=\mathbf S_A\cdot\mathbf S_B\), where the two factors belong to different ions.

For \(n=m=2\) both ions have spin 1. Take \(J_{00}=J_{11}=8\) meV and \(J_{01}=J_{10}=0\). Then \(J_{\rm eff}=16/4=4\) meV. With all four spins up, each active channel contributes \(8\cdot\tfrac14=2\) meV, in total 4 meV. The effective coupling gives the same energy, because \(\mathbf S_A\cdot\mathbf S_B=1\) in that state.

## What the Lean statements say

`State n` is the space of complex functions on configurations `Fin n → Fin 2`. Sites are numbered from 0, and spin value 0 is up. `perm σ`, `siteOp A i`, `totalOp n A` and `symProj n` are \(\Pi_\sigma\), \(A_i\), \(\sum_jA_j\) and \(P\). The matrices `spinHalf a`, for `a` equal to 0, 1, 2, are \(s_x,s_y,s_z\) in units of \(\hbar\). The two-ion space is a tensor product, and `spinDot` is the scalar product of a vector operator on A with one on B.

`project_siteOp` is the projection formula for an arbitrary complex matrix. Its argument `i : Fin n` already guarantees \(n\ge1\). `projected_channel`, `projected_channel_equal` and `effective_exchange` are the three two-ion results. On their right-hand sides the projector stands only once, which suffices because collective operators commute with it. The couplings `J i j` may be complex; a Hermitian Hamiltonian needs real ones. The sign convention is \(+J\,\mathbf s_i\cdot\mathbf s_j\), so positive \(J\) favours antiparallel spins.

`symmetric_is_high_spin` shows that symmetric states have maximal spin. The converse, that every state of maximal spin is symmetric, is a standard fact that the file neither proves nor uses. The model leaves out orbital moments, spin–orbit coupling, the hopping process behind \(J_{ij}\), and corrections from excitations out of the high-spin space.

```lean
import Mathlib

open scoped TensorProduct

namespace SuperexchangeProjection

noncomputable section

/-- Wavefunctions of `n` spin-1/2 sites: one amplitude for each spin configuration. -/
abbrev State (n : ℕ) := (Fin n → Fin 2) → ℂ

/-- The operator that permutes the sites by `σ`. -/
def perm {n : ℕ} (σ : Equiv.Perm (Fin n)) : Module.End ℂ (State n) where
  toFun ψ := fun c => ψ (c ∘ σ)
  map_add' _ _ := rfl
  map_smul' _ _ := rfl

/-- The one-site operator `A_i`: the 2×2 matrix `A` acts on site `i`, the identity elsewhere. -/
def siteOp {n : ℕ} (A : Matrix (Fin 2) (Fin 2) ℂ) (i : Fin n) : Module.End ℂ (State n) where
  toFun ψ := fun c => ∑ t, A (c i) t * ψ (Function.update c i t)
  map_add' ψ φ := by
    funext c
    simp only [Pi.add_apply, mul_add, Finset.sum_add_distrib]
  map_smul' r ψ := by
    funext c
    simp only [Pi.smul_apply, smul_eq_mul, RingHom.id_apply, Finset.mul_sum, mul_left_comm]

/-- The collective operator `∑ j, A_j`. -/
def totalOp (n : ℕ) (A : Matrix (Fin 2) (Fin 2) ℂ) : Module.End ℂ (State n) :=
  ∑ j, siteOp A j

/-- The average `P` of all site permutations. -/
def symProj (n : ℕ) : Module.End ℂ (State n) :=
  (n.factorial : ℂ)⁻¹ • ∑ σ : Equiv.Perm (Fin n), perm σ

/-- The spin-1/2 matrices `s_x, s_y, s_z`, in units of ħ. -/
def spinHalf : Fin 3 → Matrix (Fin 2) (Fin 2) ℂ
  | 0 => !![0, 1 / 2; 1 / 2, 0]
  | 1 => !![0, -Complex.I / 2; Complex.I / 2, 0]
  | 2 => !![1 / 2, 0; 0, -1 / 2]

/-- The scalar product `∑ a, F_a ⊗ G_a` of a vector operator on ion A with one on ion B. -/
def spinDot {n m : ℕ} (F : Fin 3 → Module.End ℂ (State n)) (G : Fin 3 → Module.End ℂ (State m)) :
    Module.End ℂ (State n ⊗[ℂ] State m) :=
  ∑ a, TensorProduct.map (F a) (G a)

/-- Permuting the sites before or after `P` changes nothing. -/
theorem symProj_absorbs {n : ℕ} (τ : Equiv.Perm (Fin n)) :
    perm τ * symProj n = symProj n ∧ symProj n * perm τ = symProj n := by
  unfold symProj
  constructor
  · rw [mul_smul_comm, Finset.mul_sum]
    congr 1
    exact Fintype.sum_equiv (Equiv.mulLeft τ) _ _ (fun σ => rfl)
  · rw [smul_mul_assoc, Finset.sum_mul]
    congr 1
    exact Fintype.sum_equiv (Equiv.mulRight τ) _ _ (fun σ => rfl)

/-- `P` is idempotent. -/
theorem symProj_mul_self (n : ℕ) : symProj n * symProj n = symProj n := by
  have hn : (n.factorial : ℂ) ≠ 0 := by exact_mod_cast n.factorial_ne_zero
  change ((n.factorial : ℂ)⁻¹ • ∑ σ : Equiv.Perm (Fin n), perm σ) * symProj n = _
  simp only [smul_mul_assoc, Finset.sum_mul, (symProj_absorbs _).1, Finset.sum_const,
    Finset.card_univ, Fintype.card_perm, Fintype.card_fin]
  rw [← Nat.cast_smul_eq_nsmul ℂ, smul_smul, inv_mul_cancel₀ hn, one_smul]

/-- A site permutation carries the operator at site `i` to site `σ i`. -/
theorem perm_mul_siteOp {n : ℕ} (σ : Equiv.Perm (Fin n)) (A : Matrix (Fin 2) (Fin 2) ℂ)
    (i : Fin n) : perm σ * siteOp A i = siteOp A (σ i) * perm σ := by
  refine LinearMap.ext fun ψ => funext fun c => ?_
  change ∑ t, A (c (σ i)) t * ψ (Function.update (c ∘ σ) i t) =
    ∑ t, A (c (σ i)) t * ψ (Function.update c (σ i) t ∘ σ)
  refine Finset.sum_congr rfl fun t _ => ?_
  congr 2
  funext k
  simp [Function.update_apply]

/-- Collective operators commute with `P`. -/
theorem symProj_mul_totalOp (n : ℕ) (A : Matrix (Fin 2) (Fin 2) ℂ) :
    symProj n * totalOp n A = totalOp n A * symProj n := by
  have h (σ : Equiv.Perm (Fin n)) : perm σ * totalOp n A = totalOp n A * perm σ := by
    unfold totalOp
    rw [Finset.mul_sum, Finset.sum_mul]
    exact Fintype.sum_equiv σ _ _ (fun i => perm_mul_siteOp σ A i)
  unfold symProj
  rw [smul_mul_assoc, mul_smul_comm, Finset.sum_mul, Finset.mul_sum]
  simp only [h]

/-- Between symmetric states a one-site operator acts as the site average:
`P A_i P = (1/n) (∑ j, A_j) P`. -/
theorem project_siteOp {n : ℕ} (A : Matrix (Fin 2) (Fin 2) ℂ) (i : Fin n) :
    symProj n * siteOp A i * symProj n = (n : ℂ)⁻¹ • (totalOp n A * symProj n) := by
  have hn : (n : ℂ) ≠ 0 := by exact_mod_cast (Fin.pos i).ne'
  -- all sites give the same projected operator
  have h (j : Fin n) : symProj n * siteOp A j * symProj n
      = symProj n * siteOp A i * symProj n := by
    have e := perm_mul_siteOp (Equiv.swap i j) A i
    rw [Equiv.swap_apply_left] at e
    calc symProj n * siteOp A j * symProj n
        = symProj n * siteOp A j * (perm (Equiv.swap i j) * symProj n) := by
          rw [(symProj_absorbs _).1]
      _ = symProj n * (siteOp A j * perm (Equiv.swap i j)) * symProj n := by
          simp only [mul_assoc]
      _ = symProj n * perm (Equiv.swap i j) * siteOp A i * symProj n := by
          rw [← e]; simp only [mul_assoc]
      _ = _ := by rw [(symProj_absorbs _).2]
  have hsum : totalOp n A * symProj n = (n : ℂ) • (symProj n * siteOp A i * symProj n) := by
    calc totalOp n A * symProj n = symProj n * totalOp n A * symProj n := by
          rw [symProj_mul_totalOp, mul_assoc, symProj_mul_self]
      _ = ∑ j, symProj n * siteOp A j * symProj n := by
          rw [totalOp, Finset.mul_sum, Finset.sum_mul]
      _ = _ := by
          simp only [h, Finset.sum_const, Finset.card_univ, Fintype.card_fin]
          rw [← Nat.cast_smul_eq_nsmul ℂ]
  rw [hsum, smul_smul, inv_mul_cancel₀ hn, one_smul]

/-- Dirac's exchange identity: on two different sites, `s_i · s_j` is half the exchange of the
sites minus one quarter. -/
theorem dirac_exchange {n : ℕ} {i j : Fin n} (hij : i ≠ j) :
    ∑ a, siteOp (spinHalf a) i * siteOp (spinHalf a) j
      = (1 / 2 : ℂ) • perm (Equiv.swap i j) - (1 / 4 : ℂ) • 1 := by
  -- the identity for two spins, with amplitudes `F`
  have key (F : Fin 2 → Fin 2 → ℂ) : ∀ x y : Fin 2,
      ∑ a, ∑ t, spinHalf a x t * ∑ u, spinHalf a y u * F t u
        = 1 / 2 * F y x - 1 / 4 * F x y := by
    simp only [Fin.forall_fin_two, Fin.sum_univ_three, Fin.sum_univ_two, spinHalf,
      Matrix.of_apply, Matrix.cons_val]
    refine ⟨⟨?_, ?_⟩, ?_, ?_⟩
    · linear_combination (1 / 4 * F 1 1) * Complex.I_sq
    · linear_combination (-1 / 4 * F 1 0) * Complex.I_sq
    · linear_combination (-1 / 4 * F 0 1) * Complex.I_sq
    · linear_combination (1 / 4 * F 0 0) * Complex.I_sq
  refine LinearMap.ext fun ψ => funext fun c => ?_
  have h1 : Function.update (Function.update c i (c j)) j (c i) = c ∘ Equiv.swap i j := by
    funext k
    simp only [Function.update_apply, Function.comp_apply, Equiv.swap_apply_def]
    split_ifs <;> simp_all
  have k := key (fun t u => ψ (Function.update (Function.update c i t) j u)) (c i) (c j)
  simp only [h1, Function.update_eq_self] at k
  simp only [LinearMap.sum_apply, Finset.sum_apply, Module.End.mul_apply, siteOp,
    LinearMap.coe_mk, AddHom.coe_mk, Function.update_of_ne hij.symm]
  exact k

/-- Symmetric states have total spin `S = n/2`: on them `S² = (n/2)(n/2 + 1)`. -/
theorem symmetric_is_high_spin (n : ℕ) :
    (∑ a, totalOp n (spinHalf a) * totalOp n (spinHalf a)) * symProj n
      = ((n : ℂ) / 2 * ((n : ℂ) / 2 + 1)) • symProj n := by
  have key (F : Fin 2 → ℂ) : ∀ x : Fin 2,
      ∑ a, ∑ t, spinHalf a x t * ∑ u, spinHalf a t u * F u = 3 / 4 * F x := by
    simp only [Fin.forall_fin_two, Fin.sum_univ_three, Fin.sum_univ_two, spinHalf,
      Matrix.of_apply, Matrix.cons_val]
    constructor
    · linear_combination (-1 / 4 * F 0) * Complex.I_sq
    · linear_combination (-1 / 4 * F 1) * Complex.I_sq
  have same (i : Fin n) : ∑ a, siteOp (spinHalf a) i * siteOp (spinHalf a) i
      = (3 / 4 : ℂ) • (1 : Module.End ℂ (State n)) := by
    refine LinearMap.ext fun ψ => funext fun c => ?_
    have k := key (fun u => ψ (Function.update c i u)) (c i)
    simp only [Function.update_eq_self] at k
    simp only [LinearMap.sum_apply, Finset.sum_apply, Module.End.mul_apply, siteOp,
      LinearMap.coe_mk, AddHom.coe_mk, Function.update_self, Function.update_idem]
    exact k
  -- each pair of sites contributes 1/4, each single site 3/4
  have h (i j : Fin n) : (∑ a, siteOp (spinHalf a) i * siteOp (spinHalf a) j) * symProj n
      = ((1 / 4 : ℂ) + if i = j then 1 / 2 else 0) • symProj n := by
    by_cases hij : i = j
    · subst hij
      rw [same, smul_mul_assoc, one_mul, if_pos rfl]
      norm_num
    · rw [dirac_exchange hij, sub_mul, smul_mul_assoc, smul_mul_assoc, one_mul,
        (symProj_absorbs _).1, if_neg hij]
      module
  have expand : ∑ a, totalOp n (spinHalf a) * totalOp n (spinHalf a)
      = ∑ i, ∑ j, ∑ a, siteOp (spinHalf a) i * siteOp (spinHalf a) j := by
    simp only [totalOp, Finset.sum_mul_sum]
    rw [Finset.sum_comm]
    exact Finset.sum_congr rfl fun i _ => Finset.sum_comm
  have row (i : Fin n) :
      (∑ j, ∑ a, siteOp (spinHalf a) i * siteOp (spinHalf a) j) * symProj n
        = (∑ j, ((1 / 4 : ℂ) + if i = j then 1 / 2 else 0)) • symProj n := by
    rw [Finset.sum_mul, Finset.sum_smul]
    exact Finset.sum_congr rfl fun j _ => h i j
  rw [expand, Finset.sum_mul]
  simp only [row, ← Finset.sum_smul]
  congr 1
  simp only [Finset.sum_add_distrib, Finset.sum_const, Finset.sum_ite_eq, Finset.mem_univ,
    if_true, Finset.card_univ, Fintype.card_fin, nsmul_eq_mul]
  ring

/-- Projected on the symmetric states of both ions, the channel coupling `s_i · s_j` equals
`S_A · S_B / (4 S_A S_B)`, with spin lengths `S_A = n/2` and `S_B = m/2`. -/
theorem projected_channel {n m : ℕ} (i : Fin n) (j : Fin m) :
    TensorProduct.map (symProj n) (symProj m)
        * spinDot (fun a => siteOp (spinHalf a) i) (fun a => siteOp (spinHalf a) j)
        * TensorProduct.map (symProj n) (symProj m)
      = (1 / (4 * ((n : ℂ) / 2) * ((m : ℂ) / 2))) •
        (spinDot (fun a => totalOp n (spinHalf a)) (fun a => totalOp m (spinHalf a))
          * TensorProduct.map (symProj n) (symProj m)) := by
  unfold spinDot
  rw [Finset.mul_sum, Finset.sum_mul, Finset.sum_mul, Finset.smul_sum]
  refine Finset.sum_congr rfl fun a _ => ?_
  -- the two ions are projected independently
  simp only [← TensorProduct.map_mul, project_siteOp, TensorProduct.map_smul_left,
    TensorProduct.map_smul_right, smul_smul]
  congr 1
  ring

/-- For two ions of equal spin `S = n/2`, the projected channel coupling is
`S_A · S_B / (4 S²)`. -/
theorem projected_channel_equal {n : ℕ} (i j : Fin n) (S : ℂ) (hS : S = n / 2) :
    TensorProduct.map (symProj n) (symProj n)
        * spinDot (fun a => siteOp (spinHalf a) i) (fun a => siteOp (spinHalf a) j)
        * TensorProduct.map (symProj n) (symProj n)
      = (1 / (4 * S ^ 2)) •
        (spinDot (fun a => totalOp n (spinHalf a)) (fun a => totalOp n (spinHalf a))
          * TensorProduct.map (symProj n) (symProj n)) := by
  rw [projected_channel, hS, pow_two, mul_assoc]

/-- Channel couplings `J i j` add up to one Heisenberg coupling between the ion spins, with
constant `(∑ J i j) / (4 S_A S_B)`, where `S_A = n/2` and `S_B = m/2`. -/
theorem effective_exchange {n m : ℕ} (J : Fin n → Fin m → ℂ) :
    TensorProduct.map (symProj n) (symProj m)
        * (∑ i, ∑ j, J i j •
          spinDot (fun a => siteOp (spinHalf a) i) (fun a => siteOp (spinHalf a) j))
        * TensorProduct.map (symProj n) (symProj m)
      = ((∑ i, ∑ j, J i j) / (4 * ((n : ℂ) / 2) * ((m : ℂ) / 2))) •
        (spinDot (fun a => totalOp n (spinHalf a)) (fun a => totalOp m (spinHalf a))
          * TensorProduct.map (symProj n) (symProj m)) := by
  simp only [Finset.mul_sum, Finset.sum_mul, mul_smul_comm, smul_mul_assoc,
    projected_channel, smul_smul, ← Finset.sum_smul]
  congr 1
  simp only [Finset.sum_div, mul_one_div]

end

end SuperexchangeProjection
```

```lean
#print axioms SuperexchangeProjection.symmetric_is_high_spin
-- 'SuperexchangeProjection.symmetric_is_high_spin' depends on axioms: [propext, Classical.choice, Quot.sound]
#print axioms SuperexchangeProjection.projected_channel_equal
-- 'SuperexchangeProjection.projected_channel_equal' depends on axioms: [propext, Classical.choice, Quot.sound]
#print axioms SuperexchangeProjection.effective_exchange
-- 'SuperexchangeProjection.effective_exchange' depends on axioms: [propext, Classical.choice, Quot.sound]
```

## The proof, lemma by lemma

`symProj_absorbs` reorders the sum over permutations with `Fintype.sum_equiv`, once for multiplication from the left and once from the right. `symProj_mul_self` then counts \(n!\) equal terms. `perm_mul_siteOp` compares the two sides amplitude by amplitude: changing site \(i\) after relabelling is the same as changing site \(\sigma(i)\) before it. `symProj_mul_totalOp` sums this relation over the sites.

In `project_siteOp`, the inner statement `h` is step 3 above, with `Equiv.swap i j` as \(\tau\), and `hsum` is step 4. The last line divides by \(n\).

`dirac_exchange` first checks the two-spin identity `key` for the four configurations of the pair. The \(y\) component brings in the square of the imaginary unit, supplied to `linear_combination` as `Complex.I_sq`. The identity is then transferred to \(n\) sites: `h1` says that writing each site's spin value on the other is the exchange permutation. In `symmetric_is_high_spin`, `same` gives the \(\tfrac34\) of a single site, and `h` combines both cases as \(\tfrac14\) plus a further \(\tfrac12\) when \(i=j\). Summing over all \(i,j\) gives \(n^2/4+n/2\), the required eigenvalue. The two-ion theorems do not depend on this part.

`projected_channel` treats the spin components one at a time. `TensorProduct.map_mul` lets each projector act on its own ion, `project_siteOp` applies to both factors, and `ring` identifies \(1/(nm)\) with the stated prefactor. `projected_channel_equal` substitutes \(S=n/2\), and `effective_exchange` applies the channel result to each term and collects the couplings.
